# The 1-norm Laplacian kernel matrix is positive semidefinite for γ ≥ 0

A descriptor is a real vector with \(n\) components, for example a Coulomb matrix flattened to a fixed length. The descriptors of a finite set of structures are written \(x_a\), where \(a\) and \(b\) label structures and \(i\) labels components, so \(x_{a,i}\) is component \(i\) of structure \(a\). The distance is the sum of absolute component differences, without weights or division by \(n\):

\[
\|x_a-x_b\|_1=\sum_i |x_{a,i}-x_{b,i}| .
\]

The kernel matrix is

\[
K_{ab}=\exp\bigl(-\gamma\,\|x_a-x_b\|_1\bigr).
\]

The parameter \(\gamma\) is an inverse length in descriptor space. A code that takes a width \(\sigma\) and evaluates \(\exp(-\|x_a-x_b\|_1/\sigma)\) uses \(\gamma=1/\sigma\).

## Non-negative quadratic form and solvable ridge equations

For \(\gamma\ge 0\), any finite family of descriptors and any real coefficients \(c_a\),

\[
\sum_{a,b} c_a c_b K_{ab}\ \ge\ 0 .
\]

Since \(K\) is also symmetric, it is positive semidefinite. The condition on \(\gamma\) is sharp: in any fixed dimension of at least one, a negative \(\gamma\) gives some family whose kernel matrix is not positive semidefinite.

Kernel ridge regression adds a regularisation strength \(\lambda>0\), which influences how closely the model follows the training data. For \(\gamma\ge0\) and any training energies \(y_a\), the equations

\[
K\alpha+\lambda\alpha=y
\]

have exactly one solution \(\alpha\), even if two structures have the same descriptor.

## Where kernel ridge regression uses the sign

Training a model of molecular energies with this kernel means solving the equations above for a finite training set, with one fixed-length real descriptor per structure and one common \(\gamma\). A Cholesky solver needs \(K+\lambda I\) to be positive definite. Positive semidefiniteness of \(K\) supplies this for every \(\lambda>0\), because the quadratic form of \(K+\lambda I\) is then at least \(\lambda\sum_a c_a^2\).

Duplicate structures, or different structures that the descriptor fails to distinguish, give equal rows in \(K\). The matrix is then singular, and the regularisation makes the solution unique.

The result also helps with debugging. If an assembled \(K\) has a negative eigenvalue well beyond rounding error, the cause lies in the assembly or the input. Possible causes include a wrong sign of \(\gamma\), a distance that is not the 1-norm, descriptors that change from one pair to the next, and an indexing error.

## From overlapping intervals to the full kernel

**Overlap of two steps.** For a real number \(u\), let \(\theta_u(r)=1\) when \(0<r\le u\), and \(\theta_u(r)=0\) otherwise. A product of two such functions is one only where both conditions hold, so \(\theta_u\theta_v=\theta_{\min(u,v)}\). For \(u,v\ge 0\), integration gives

\[
\int \theta_u(r)\,\theta_v(r)\,dr=\min(u,v).
\]

**Multiplication by a minimum.** Let \(L_{ab}\) be a kernel with \(\sum_{a,b}c_ac_bL_{ab}\ge0\) for all real \(c\), and let \(u_a\ge0\). Inserting the overlap integral and exchanging it with the finite sums gives

\[
\sum_{a,b}c_ac_bL_{ab}\min(u_a,u_b)
=\int\sum_{a,b}\bigl(c_a\theta_{u_a}(r)\bigr)\bigl(c_b\theta_{u_b}(r)\bigr)L_{ab}\,dr .
\]

At each \(r\), the integrand is the old quadratic form with some coefficients set to zero. It is non-negative, and so is the integral.

**One component.** For real \(s,t\) and \(\gamma\ge0\),

\[
e^{-\gamma|s-t|}=e^{-\gamma s}\,e^{-\gamma t}\,\min\bigl(e^{2\gamma s},e^{2\gamma t}\bigr).
\]

If \(s\le t\), the minimum is \(e^{2\gamma s}\), because \(\gamma\ge0\). The right side is then \(e^{-\gamma s-\gamma t+2\gamma s}=e^{-\gamma(t-s)}\), which is the left side. The case \(t\le s\) follows by exchanging \(s\) and \(t\).

**All components.** Let \(K^{S}_{ab}\) be the kernel built from a subset \(S\) of the components. For the empty subset every entry is one, and the form is a perfect square:

\[
\sum_{a,b}c_ac_b=\Bigl(\sum_a c_a\Bigr)^2\ge0 .
\]

Suppose the form of \(K^S\) is non-negative for all coefficients, and add a component \(i\) not in \(S\). With \(d_a=c_ae^{-\gamma x_{a,i}}\) and \(u_a=e^{2\gamma x_{a,i}}\), the one-component identity gives

\[
\sum_{a,b}c_ac_bK^{S\cup\{i\}}_{ab}
=\sum_{a,b}d_ad_b\,K^S_{ab}\min(u_a,u_b)\ \ge\ 0 .
\]

Adding the components one at a time reaches the full kernel.

**Negative \(\gamma\).** For descriptors with \(n\ge1\) components, take \((0,\dots,0)\) and \((1,\dots,1)\), whose distance is \(n\). For the normalised coefficients \((1,-1)/\sqrt2\), the quadratic form equals \(1-e^{-\gamma n}\), which is negative when \(\gamma<0\).

**Ridge equations.** If \(Kv+\lambda v=0\), the scalar product with \(v\) gives

\[
v^{T}Kv+\lambda\,v^{T}v=0 .
\]

Both terms are non-negative, so \(\lambda v^Tv=0\) and hence \(v=0\). A linear map from a finite-dimensional space to itself that sends only zero to zero is invertible, so every \(y\) has exactly one \(\alpha\).

## Laplacian kernel matrices in Lean

```lean
import Mathlib

open MeasureTheory Matrix

namespace LaplacianKernel

noncomputable section

variable {ι : Type*} [Fintype ι] {n : ℕ}

/-- The 1-norm distance of two descriptors: the sum of absolute component differences. -/
def l1Dist (x y : Fin n → ℝ) : ℝ := ∑ i, |x i - y i|

/-- The Laplacian kernel `exp (-γ ‖x - y‖₁)` of two descriptors. -/
def laplacianKernel (γ : ℝ) (x y : Fin n → ℝ) : ℝ := Real.exp (-γ * l1Dist x y)

/-- The matrix of Laplacian kernel values between all members of a family of descriptors. -/
def kernelMatrix (γ : ℝ) (x : ι → Fin n → ℝ) : Matrix ι ι ℝ :=
  Matrix.of fun a b => laplacianKernel γ (x a) (x b)

/-- The step function equal to one on the interval `(0, u]` and zero elsewhere. -/
def step (u r : ℝ) : ℝ := (Set.Ioc 0 u).indicator (fun _ => (1 : ℝ)) r

/-- The product of two step functions is the step function of the shorter interval. -/
theorem step_mul_step (u v r : ℝ) : step u r * step v r = step (min u v) r := by
  simp only [step, Set.indicator_apply, Set.mem_Ioc, le_min_iff]
  by_cases h0 : 0 < r <;> by_cases hu : r ≤ u <;> by_cases hv : r ≤ v <;> simp [h0, hu, hv]

/-- Step functions are integrable over the real line. -/
theorem integrable_step (u : ℝ) : Integrable (fun r => step u r) := by
  have h : IntegrableOn (fun _ : ℝ => (1 : ℝ)) (Set.Ioc 0 u) :=
    continuous_const.integrableOn_Ioc
  exact h.integrable_indicator measurableSet_Ioc

/-- The overlap integral of two step functions is the smaller of the two interval lengths. -/
theorem integral_step_mul_step {u v : ℝ} (hu : 0 ≤ u) (hv : 0 ≤ v) :
    ∫ r, step u r * step v r = min u v := by
  simp only [step_mul_step]
  unfold step
  rw [integral_indicator measurableSet_Ioc,
    ← intervalIntegral.integral_of_le (le_min hu hv)]
  simp

/-- If a kernel `L` has a non-negative quadratic form, so does its entrywise product with
`min (u a) (u b)`, for any non-negative numbers `u a`. -/
theorem mul_min_nonneg (L : ι → ι → ℝ)
    (hL : ∀ c : ι → ℝ, 0 ≤ ∑ a, ∑ b, c a * c b * L a b)
    (u : ι → ℝ) (hu : ∀ a, 0 ≤ u a) (c : ι → ℝ) :
    0 ≤ ∑ a, ∑ b, c a * c b * (L a b * min (u a) (u b)) := by
  have hint : ∀ a b, Integrable (fun r => step (u a) r * step (u b) r) := by
    intro a b
    simp only [step_mul_step]
    exact integrable_step _
  -- the new form is an integral over the level r
  have key : ∑ a, ∑ b, c a * c b * (L a b * min (u a) (u b))
      = ∫ r, ∑ a, ∑ b, c a * c b * L a b * (step (u a) r * step (u b) r) := by
    rw [MeasureTheory.integral_finsetSum _ (fun a _ =>
      MeasureTheory.integrable_finsetSum _ (fun b _ => (hint a b).const_mul _))]
    refine Finset.sum_congr rfl fun a _ => ?_
    rw [MeasureTheory.integral_finsetSum _ (fun b _ => (hint a b).const_mul _)]
    refine Finset.sum_congr rfl fun b _ => ?_
    rw [integral_const_mul, integral_step_mul_step (hu a) (hu b)]
    ring
  -- at each level the integrand is the old form with truncated coefficients
  have hpt : ∀ r, 0 ≤ ∑ a, ∑ b, c a * c b * L a b * (step (u a) r * step (u b) r) := by
    intro r
    refine (hL (fun a => c a * step (u a) r)).trans_eq ?_
    refine Finset.sum_congr rfl fun a _ => Finset.sum_congr rfl fun b _ => ?_
    ring
  rw [key]
  exact integral_nonneg hpt

/-- For `γ ≥ 0`, the Laplacian kernel in one dimension is a minimum of two exponentials, rescaled by
one factor for each point. -/
theorem exp_neg_abs_eq {γ : ℝ} (hγ : 0 ≤ γ) (s t : ℝ) :
    Real.exp (-γ * |s - t|) = Real.exp (-γ * s) * Real.exp (-γ * t) *
      min (Real.exp (2 * γ * s)) (Real.exp (2 * γ * t)) := by
  rcases le_total s t with h | h
  · rw [min_eq_left (Real.exp_le_exp.2 (mul_le_mul_of_nonneg_left h (by positivity))),
      abs_of_nonpos (sub_nonpos.2 h), ← Real.exp_add, ← Real.exp_add]
    congr 1
    ring
  · rw [min_eq_right (Real.exp_le_exp.2 (mul_le_mul_of_nonneg_left h (by positivity))),
      abs_of_nonneg (sub_nonneg.2 h), ← Real.exp_add, ← Real.exp_add]
    congr 1
    ring

/-- For `γ ≥ 0`, the Laplacian kernel built from any subset `s` of the descriptor components has a
non-negative quadratic form. -/
theorem partial_kernel_nonneg {γ : ℝ} (hγ : 0 ≤ γ) (x : ι → Fin n → ℝ)
    (s : Finset (Fin n)) : ∀ c : ι → ℝ,
    0 ≤ ∑ a, ∑ b, c a * c b * Real.exp (-γ * ∑ i ∈ s, |x a i - x b i|) := by
  induction s using Finset.induction_on with
  | empty =>
    intro c
    -- the constant kernel gives a perfect square
    have h : ∑ a, ∑ b, c a * c b = (∑ a, c a) * ∑ b, c b := by
      rw [Finset.sum_mul_sum]
    simp only [Finset.sum_empty, mul_zero, Real.exp_zero, mul_one]
    rw [h]
    exact mul_self_nonneg _
  | insert i s hi ih =>
    intro c
    -- one more component multiplies the kernel by a rescaled minimum
    refine (mul_min_nonneg _ ih (fun a => Real.exp (2 * γ * x a i))
      (fun a => (Real.exp_pos _).le) (fun a => c a * Real.exp (-γ * x a i))).trans_eq ?_
    refine Finset.sum_congr rfl fun a _ => Finset.sum_congr rfl fun b _ => ?_
    rw [Finset.sum_insert hi, mul_add, Real.exp_add, exp_neg_abs_eq hγ]
    ring

/-- The quadratic form of a real matrix written as a double sum. -/
private theorem quad_form (M : Matrix ι ι ℝ) (c : ι → ℝ) :
    star c ⬝ᵥ (M *ᵥ c) = ∑ a, ∑ b, c a * c b * M a b := by
  simp only [star_trivial, dotProduct, Matrix.mulVec, Finset.mul_sum]
  refine Finset.sum_congr rfl fun a _ => Finset.sum_congr rfl fun b _ => ?_
  ring

/-- For `γ ≥ 0` the Laplacian kernel matrix of any finite family of descriptors is positive
semidefinite. -/
theorem kernelMatrix_posSemidef {γ : ℝ} (hγ : 0 ≤ γ) (x : ι → Fin n → ℝ) :
    (kernelMatrix γ x).PosSemidef := by
  refine Matrix.PosSemidef.of_dotProduct_mulVec_nonneg ?_ ?_
  · refine Matrix.IsHermitian.ext fun a b => ?_
    have h : l1Dist (x b) (x a) = l1Dist (x a) (x b) :=
      Finset.sum_congr rfl fun i _ => abs_sub_comm _ _
    simp only [kernelMatrix, Matrix.of_apply, laplacianKernel, star_trivial, h]
  · intro c
    rw [quad_form]
    exact partial_kernel_nonneg hγ x Finset.univ c

/-- In every positive descriptor dimension, the Laplacian kernel matrices of all finite families
are positive semidefinite exactly when `γ ≥ 0`. -/
theorem posSemidef_iff_nonneg (n : ℕ) (γ : ℝ) :
    (∀ (m : ℕ) (x : Fin m → Fin (n + 1) → ℝ), (kernelMatrix γ x).PosSemidef) ↔ 0 ≤ γ := by
  refine ⟨fun H => ?_, fun hγ m x => kernelMatrix_posSemidef hγ x⟩
  -- test two points with opposite coefficients
  let x : Fin 2 → Fin (n + 1) → ℝ := ![0, fun _ => 1]
  have e00 : kernelMatrix γ x 0 0 = 1 := by
    simp [x, kernelMatrix, laplacianKernel, l1Dist]
  have e11 : kernelMatrix γ x 1 1 = 1 := by
    simp [x, kernelMatrix, laplacianKernel, l1Dist]
  have e01 : kernelMatrix γ x 0 1 = Real.exp (-γ * ((n : ℝ) + 1)) := by
    simp [x, kernelMatrix, laplacianKernel, l1Dist]
  have e10 : kernelMatrix γ x 1 0 = Real.exp (-γ * ((n : ℝ) + 1)) := by
    simp [x, kernelMatrix, laplacianKernel, l1Dist]
  have h := (H 2 x).dotProduct_mulVec_nonneg ![1, -1]
  rw [quad_form] at h
  simp only [Fin.sum_univ_two, Matrix.cons_val_zero, Matrix.cons_val_one,
    e00, e01, e10, e11] at h
  have hle : Real.exp (-γ * ((n : ℝ) + 1)) ≤ 1 := by linarith
  have hexp := Real.exp_le_one_iff.1 hle
  by_contra hneg
  have hpos : 0 < -γ * ((n : ℝ) + 1) :=
    mul_pos (by linarith [not_le.1 hneg]) (by positivity)
  linarith

/-- For `γ ≥ 0`, kernel ridge regression with the Laplacian kernel and regularisation `lam > 0` has
exactly one coefficient vector for any training energies `y`. -/
theorem ridge_existsUnique {γ lam : ℝ} (hγ : 0 ≤ γ) (hlam : 0 < lam)
    (x : ι → Fin n → ℝ) (y : ι → ℝ) :
    ∃! α : ι → ℝ, kernelMatrix γ x *ᵥ α + lam • α = y := by
  let f : (ι → ℝ) →ₗ[ℝ] (ι → ℝ) := (kernelMatrix γ x).mulVecLin + lam • LinearMap.id
  have hinj : Function.Injective f := by
    rw [← LinearMap.ker_eq_bot, LinearMap.ker_eq_bot']
    intro v hv
    have hv' : kernelMatrix γ x *ᵥ v + lam • v = 0 := hv
    have h0 := (kernelMatrix_posSemidef hγ x).dotProduct_mulVec_nonneg v
    simp only [star_trivial] at h0
    have h1 := congrArg (fun w => v ⬝ᵥ w) hv'
    simp only [dotProduct_add, dotProduct_smul, dotProduct_zero, smul_eq_mul] at h1
    have h2 : 0 ≤ v ⬝ᵥ v := Finset.sum_nonneg fun i _ => mul_self_nonneg (v i)
    -- both contributions are non-negative, so the regularisation term vanishes
    have h3 : lam * (v ⬝ᵥ v) = 0 := by
      have h4 := mul_nonneg hlam.le h2
      linarith
    exact dotProduct_self_eq_zero.1 ((mul_eq_zero.1 h3).resolve_left hlam.ne')
  obtain ⟨α, hα⟩ := LinearMap.injective_iff_surjective.1 hinj y
  exact ⟨α, hα, fun β hβ => hinj (Eq.trans hβ hα.symm)⟩

end

end LaplacianKernel
```

```lean
#print axioms LaplacianKernel.kernelMatrix_posSemidef
#print axioms LaplacianKernel.posSemidef_iff_nonneg
#print axioms LaplacianKernel.ridge_existsUnique
```

```
'LaplacianKernel.kernelMatrix_posSemidef' depends on axioms: [propext, Classical.choice, Quot.sound]
'LaplacianKernel.posSemidef_iff_nonneg' depends on axioms: [propext, Classical.choice, Quot.sound]
'LaplacianKernel.ridge_existsUnique' depends on axioms: [propext, Classical.choice, Quot.sound]
```

## The theorems in terms of structures and energies

The type `ι` labels the structures and is only required to be finite. A descriptor is a function `Fin n → ℝ`, and the family `x : ι → Fin n → ℝ` may contain repeats. The definitions `l1Dist`, `laplacianKernel` and `kernelMatrix` are the distance, the kernel and the matrix \(K\) given at the start.

`kernelMatrix_posSemidef` assumes `0 ≤ γ` and concludes `(kernelMatrix γ x).PosSemidef`. For a real matrix this means symmetry together with a non-negative quadratic form. An empty family is allowed, and so is `n = 0`, where every kernel entry is one.

`posSemidef_iff_nonneg` fixes the dimension `n + 1` and the number `γ`. It says that the kernel matrices of all families, of every size `m`, are positive semidefinite exactly when `0 ≤ γ`. Dimension zero is left out because the kernel there does not depend on \(\gamma\).

`ridge_existsUnique` assumes `0 ≤ γ` and `0 < lam`, where `lam` is \(\lambda\). For every `y : ι → ℝ` it gives exactly one `α` satisfying `kernelMatrix γ x *ᵥ α + lam • α = y`. The regularisation enters as \(\lambda\) itself, so a code that multiplies it by the number of training structures must pass that product as `lam`.

## How the lemmas follow the overlap argument

`step_mul_step` proves the product rule for step functions by checking the cases of the three inequalities involved. `integrable_step` supplies the integrability needed to exchange sums and integrals, and `integral_step_mul_step` evaluates the overlap.

`mul_min_nonneg` is the multiplication step. Its intermediate claim `key` rewrites the new quadratic form as an integral, and `hpt` shows that the integrand is non-negative at each `r` by applying the hypothesis `hL` to the coefficients `c a * step (u a) r`.

`exp_neg_abs_eq` is the one-component identity, with the two orderings of `s` and `t` separated by `le_total`. `partial_kernel_nonneg` carries out the induction over subsets of components. Its statement covers all coefficients `c`, which lets the induction hypothesis be used with the rescaled coefficients \(d_a\).

`quad_form` translates Mathlib's matrix expression into the double sum. `kernelMatrix_posSemidef` then needs two facts: symmetry, from \(|s-t|=|t-s|\), and the induction result for the full set of components, `Finset.univ`.

For the sharpness theorem, the file evaluates the four matrix entries for the two test descriptors and uses the unnormalised coefficients `![1, -1]`. The resulting inequality forces \(e^{-\gamma(n+1)}\le1\), which contradicts \(\gamma<0\). In `ridge_existsUnique`, `hinj` is the argument that \(v=0\), and `LinearMap.injective_iff_surjective` turns injectivity into the existence of a solution.

## Rounding, strict definiteness and matched descriptors

The theorems concern exact real numbers. In floating-point arithmetic, a nearly singular \(K\) can show small negative eigenvalues, and a Cholesky factorisation can fail if \(\lambda\) is too small compared with the rounding error. The file contains no error bound and no statement about a particular solver.

Positive semidefiniteness permits zero eigenvalues. The file does not treat strict definiteness for distinct descriptors, so its uniqueness result relies on \(\lambda>0\).

Each structure must have one fixed vector, used in every kernel entry. Sorting the rows of a Coulomb matrix once per structure satisfies this. Choosing the best atom matching separately for each pair does not, because structure \(a\) may then enter \(K_{ab}\) with a different vector for each \(b\), and the theorem no longer applies.

The values of \(\gamma\) and \(\lambda\) are inputs here. A unique coefficient vector says nothing about how accurately the fitted model predicts energies of structures outside the training set.
